# The optimal $\ell^1$ contraction constant of a Markov step on two or more states

Two samples of a molecule with finitely many conformations start with different populations $p$ and $q$, and both then undergo the same random step. How much of the initial difference can survive in the worst case? In a finite-state Markov-chain simulation, the answer bounds how much memory of the starting distribution one step retains.

The step is a matrix $T$, with $T_{ij}$ the probability of going from state $j$ to state $i$, so $p$ becomes $Tp$. In Lean, the finite types `n` and `m` label initial and final states. Time is discrete: a rate equation enters only through its propagator over a fixed interval.

```lean
import Mathlib

open Matrix

namespace OptimalTotalVariationContraction

noncomputable section

variable {l m n : Type*} [Fintype l] [Fintype m] [Fintype n]
```

Differences are measured by $\|v\|_1=\sum_i|v_i|$. For two distributions this is twice the total-variation distance, so contraction ratios are the same in both.

```lean
/-- The l1 norm of a vector on a finite state space. -/
def l1 (v : n → ℝ) : ℝ := ∑ i, |v i|
```

Populations are nonnegative and sum to one. In a stochastic matrix, every column is such a distribution.

```lean
/-- A probability vector: nonnegative entries that sum to one. -/
def IsProb (p : n → ℝ) : Prop := (∀ i, 0 ≤ p i) ∧ ∑ i, p i = 1

/-- A column-stochastic matrix: column `j` is the distribution reached from state `j`. -/
def IsColStochastic (T : Matrix m n ℝ) : Prop := ∀ j, IsProb (fun i => T i j)
```

Write $t_j$ for column $j$ of $T$, and define $\kappa(T)=\tfrac12\max_{j,k}\|t_j-t_k\|_1$.

```lean
/-- Half the largest l1 distance between two columns of `T`. -/
def contractionCoeff (T : Matrix m n ℝ) : ℝ :=
  (⨆ jk : n × n, l1 (fun i => T i jk.1 - T i jk.2)) / 2
```

Finally, $e_j$ is the distribution concentrated on state $j$.

```lean
/-- The distribution of a system that is in state `j` with certainty. -/
def sharp [DecidableEq n] (j : n) : n → ℝ := fun i => if i = j then 1 else 0
```

## (a) Any two columns

Show that $\|t_j-t_k\|_1\le 2\kappa(T)$ for all $j,k$.

**Solution.** A member of a finite set is at most its maximum; this is `le_ciSup`.

```lean
/-- The l1 distance of any two columns is at most twice the contraction coefficient. -/
theorem col_dist_le (T : Matrix m n ℝ) (j k : n) :
    l1 (fun i => T i j - T i k) ≤ 2 * contractionCoeff T := by
  have h := le_ciSup (f := fun jk : n × n => l1 (fun i => T i jk.1 - T i jk.2))
    (Set.finite_range _).bddAbove (j, k)
  dsimp only at h
  unfold contractionCoeff
  linarith
```

## (b) A common bound on the columns

Let $c\ge 0$ and let every column distance be at most $2c$. Show that $\kappa(T)\le c$.

**Solution.** The maximum is at most $2c$; halve it. Without columns, Lean's supremum is $0$, and $c\ge0$ covers that case.

```lean
omit [Fintype n] in
/-- If all column distances are at most `2 c` with `c ≥ 0`, the contraction coefficient is
at most `c`. -/
theorem contractionCoeff_le {T : Matrix m n ℝ} {c : ℝ} (hc : 0 ≤ c)
    (h : ∀ j k, l1 (fun i => T i j - T i k) ≤ 2 * c) : contractionCoeff T ≤ c := by
  have h2 : (⨆ jk : n × n, l1 (fun i => T i jk.1 - T i jk.2)) ≤ 2 * c :=
    Real.iSup_le (fun jk => h jk.1 jk.2) (by linarith)
  unfold contractionCoeff
  linarith
```

## (c) The sign of the coefficient

Show that $\kappa(T)\ge 0$.

**Solution.** It is half a supremum of nonnegative numbers.

```lean
omit [Fintype n] in
/-- The contraction coefficient is nonnegative. -/
theorem contractionCoeff_nonneg (T : Matrix m n ℝ) : 0 ≤ contractionCoeff T :=
  div_nonneg (Real.iSup_nonneg fun _ => Finset.sum_nonneg fun _ _ => abs_nonneg _)
    (by norm_num)
```

## (d) Vectors with zero sum

Let $\sum_j v_j=0$. Show that $\|Tv\|_1\le\kappa(T)\,\|v\|_1$.

**Solution.** Without columns, both sides vanish. Otherwise let $s_i=1$ if $(Tv)_i\ge0$ and $s_i=-1$ if not, and put $f_j=\sum_i s_iT_{ij}$. Then
$$\|Tv\|_1=\sum_i s_i(Tv)_i=\sum_j f_jv_j .$$
By (a), $f_j-f_k=\sum_i s_i(T_{ij}-T_{ik})\le\|t_j-t_k\|_1\le2\kappa(T)$, which is `hosc`. Let $f$ be largest at $a$ and smallest at $b$, with midpoint $\mu=(f_a+f_b)/2$. Then $|f_j-\mu|\le\kappa(T)$, and since $v$ has zero sum,
$$\sum_j f_jv_j=\sum_j(f_j-\mu)v_j\le\kappa(T)\|v\|_1 .$$
The last `calc` block follows this chain.

```lean
/-- If `v` has zero sum, the l1 norm of `T v` is at most the contraction coefficient times the l1
norm of `v`. -/
theorem l1_mulVec_le (T : Matrix m n ℝ) (v : n → ℝ) (hv : ∑ j, v j = 0) :
    l1 (T *ᵥ v) ≤ contractionCoeff T * l1 v := by
  rcases isEmpty_or_nonempty n with hn | hn
  · simp [l1, Matrix.mulVec, dotProduct]
  -- the signs of `T v` form an observable `s`; summing `s i * (T v) i` gives the l1 norm of `T v`
  obtain ⟨s, hs1, hs⟩ : ∃ s : m → ℝ, (∀ i, |s i| ≤ 1) ∧
      ∀ i, |(T *ᵥ v) i| = s i * (T *ᵥ v) i := by
    refine ⟨fun i => if 0 ≤ (T *ᵥ v) i then 1 else -1, fun i => ?_, fun i => ?_⟩
    · dsimp only
      split_ifs <;> simp
    · dsimp only
      split_ifs with h0
      · rw [abs_of_nonneg h0, one_mul]
      · rw [abs_of_neg (not_le.mp h0)]
        ring
  -- `f` is this observable pulled back to the initial states
  obtain ⟨f, hf⟩ : ∃ f : n → ℝ, ∀ j, f j = ∑ i, s i * T i j := ⟨_, fun _ => rfl⟩
  have hosc : ∀ j k, f j - f k ≤ 2 * contractionCoeff T := fun j k =>
    calc f j - f k = ∑ i, s i * (T i j - T i k) := by
          simp only [hf, mul_sub, Finset.sum_sub_distrib]
      _ ≤ ∑ i, |T i j - T i k| := Finset.sum_le_sum fun i _ => by
          have h1 := le_abs_self (s i * (T i j - T i k))
          rw [abs_mul] at h1
          have h2 := mul_le_mul_of_nonneg_right (hs1 i) (abs_nonneg (T i j - T i k))
          linarith
      _ ≤ 2 * contractionCoeff T := col_dist_le T j k
  obtain ⟨a, ha⟩ := Finite.exists_max f
  obtain ⟨b, hb⟩ := Finite.exists_min f
  calc l1 (T *ᵥ v) = ∑ i, s i * (T *ᵥ v) i := Finset.sum_congr rfl fun i _ => hs i
    _ = ∑ j, f j * v j := by
        simp only [hf, Matrix.mulVec, dotProduct, Finset.mul_sum, Finset.sum_mul]
        rw [Finset.sum_comm]
        simp only [mul_assoc]
    -- the midpoint of the range of `f` can be subtracted because `v` has zero sum
    _ = ∑ j, (f j - (f a + f b) / 2) * v j := by
        simp only [sub_mul, Finset.sum_sub_distrib, ← Finset.mul_sum, hv]
        ring
    _ ≤ ∑ j, contractionCoeff T * |v j| := Finset.sum_le_sum fun j _ => by
        have h1 : |f j - (f a + f b) / 2| ≤ contractionCoeff T :=
          abs_le.mpr ⟨by linarith [hosc a b, ha j, hb j], by linarith [hosc a b, ha j, hb j]⟩
        have h2 := le_abs_self ((f j - (f a + f b) / 2) * v j)
        rw [abs_mul] at h2
        exact h2.trans (mul_le_mul_of_nonneg_right h1 (abs_nonneg _))
    _ = contractionCoeff T * l1 v := by rw [l1, Finset.mul_sum]
```

## (e) Two sharp distributions

For $j\ne k$, show that $\|e_j-e_k\|_1=2$.

**Solution.** The difference has one entry $1$, one entry $-1$ and zeros elsewhere. In the code, its absolute value is $e_j+e_k$ entry by entry.

```lean
/-- Two different sharp distributions have l1 distance two. -/
theorem l1_sharp_sub [DecidableEq n] {j k : n} (hjk : j ≠ k) :
    l1 (sharp j - sharp k) = 2 := by
  have h : ∀ i, |sharp j i - sharp k i| = sharp j i + sharp k i := by
    intro i
    simp only [sharp]
    split_ifs with h1 h2 h2
    · exact absurd (h1.symm.trans h2) hjk
    · norm_num
    · norm_num
    · norm_num
  simp only [l1, Pi.sub_apply, h, Finset.sum_add_distrib]
  norm_num [sharp]
```

## (f) The best constant

Let $T$ be a real matrix with at least two columns, stochastic or not. Show that
$$\kappa(T)=\min\{c\in\mathbb R:\ \|Tp-Tq\|_1\le c\,\|p-q\|_1\ \text{for all probability vectors }p,q\}.$$

**Solution.** Since $p-q$ has zero sum, (d) puts $\kappa(T)$ in the set. Conversely, let $c$ be in the set. Inserting $e_j,e_k$ with $j\ne k$ gives $\|t_j-t_k\|_1\le2c$ by (e). Such a pair exists, so $c\ge0$; for $j=k$ the bound is then trivial, and (b) gives $\kappa(T)\le c$. `IsLeast` expresses these two halves, membership and lower bound.

With a single column the statement fails: the only probability vector is $(1)$, both sides are $0$, and every real $c$ qualifies, so there is no least one.

```lean
/-- For a real matrix `T` with at least two columns, half the largest l1 distance between two
columns is the smallest constant `c` with `‖T p - T q‖₁ ≤ c ‖p - q‖₁` for all probability
vectors `p` and `q`. -/
theorem isLeast_contractionCoeff [Nontrivial n] (T : Matrix m n ℝ) :
    IsLeast {c : ℝ | ∀ p q : n → ℝ, IsProb p → IsProb q →
      l1 (T *ᵥ p - T *ᵥ q) ≤ c * l1 (p - q)} (contractionCoeff T) := by
  classical
  constructor
  · intro p q hp hq
    rw [← Matrix.mulVec_sub]
    exact l1_mulVec_le T _ (by simp [Finset.sum_sub_distrib, hp.2, hq.2])
  · intro c hc
    have hprob : ∀ j : n, IsProb (sharp j) := fun j =>
      ⟨fun i => by simp only [sharp]; split_ifs <;> norm_num, by simp [sharp]⟩
    -- sharp distributions are mapped to the columns of `T`
    have key : ∀ j k : n, j ≠ k → l1 (fun i => T i j - T i k) ≤ 2 * c := by
      intro j k hjk
      have h := hc (sharp j) (sharp k) (hprob j) (hprob k)
      have e : T *ᵥ sharp j - T *ᵥ sharp k = fun i => T i j - T i k := by
        ext i
        simp [Matrix.mulVec, dotProduct, sharp]
      rw [l1_sharp_sub hjk, e] at h
      linarith
    obtain ⟨a, b, hab⟩ := exists_pair_ne n
    have h0 : 0 ≤ l1 (fun i => T i a - T i b) := Finset.sum_nonneg fun _ _ => abs_nonneg _
    have hc0 : 0 ≤ c := by linarith [key a b hab]
    refine contractionCoeff_le hc0 fun j k => ?_
    by_cases hjk : j = k
    · have hz : l1 (fun i => T i j - T i k) = 0 := by simp [l1, hjk]
      linarith
    · exact key j k hjk
```

## (g) Two steps in succession

Let $T$ be stochastic and $S$ any real matrix that can follow it. Show that $\kappa(ST)\le\kappa(S)\,\kappa(T)$.

**Solution.** Columns $j$ and $k$ of $ST$ differ by $S(t_j-t_k)$, and $t_j-t_k$ has zero sum. By (d) and (a), the distance is at most $2\kappa(S)\kappa(T)$. Apply (b), with (c) supplying the sign.

```lean
/-- When a stochastic map `T` is followed by a linear map `S`, the contraction coefficient of the
composition is at most the product of the two coefficients. -/
theorem contractionCoeff_mul_le (S : Matrix l m ℝ) {T : Matrix m n ℝ}
    (hT : IsColStochastic T) :
    contractionCoeff (S * T) ≤ contractionCoeff S * contractionCoeff T := by
  refine contractionCoeff_le
    (mul_nonneg (contractionCoeff_nonneg S) (contractionCoeff_nonneg T)) fun j k => ?_
  have e : (fun i => (S * T) i j - (S * T) i k) = S *ᵥ (fun i => T i j - T i k) := by
    ext i
    simp only [Matrix.mul_apply, Matrix.mulVec, dotProduct, mul_sub, Finset.sum_sub_distrib]
  have hz : ∑ i, (T i j - T i k) = 0 := by
    have h1 : ∑ i, T i j = 1 := (hT j).2
    have h2 : ∑ i, T i k = 1 := (hT k).2
    rw [Finset.sum_sub_distrib]
    linarith
  rw [e]
  have h3 := l1_mulVec_le S _ hz
  have h4 := mul_le_mul_of_nonneg_left (col_dist_le T j k) (contractionCoeff_nonneg S)
  linarith
```

## (h) Distance and overlap

For probability vectors, show that $\|p-q\|_1=2\bigl(1-\sum_i\min(p_i,q_i)\bigr)$.

**Solution.** Sum $|p_i-q_i|=p_i+q_i-2\min(p_i,q_i)$ over $i$. We call $\sum_i\min(p_i,q_i)$ the overlap of $p$ and $q$.

```lean
/-- The l1 distance of two probability vectors is twice one minus their overlap. -/
theorem l1_sub_eq_overlap {p q : n → ℝ} (hp : IsProb p) (hq : IsProb q) :
    l1 (p - q) = 2 * (1 - ∑ i, min (p i) (q i)) := by
  have h : ∀ i, |p i - q i| = p i + q i - 2 * min (p i) (q i) := by
    intro i
    rcases le_total (p i) (q i) with h | h
    · rw [min_eq_left h, abs_of_nonpos (by linarith)]
      ring
    · rw [min_eq_right h, abs_of_nonneg (by linarith)]
      ring
  simp only [l1, Pi.sub_apply, h, Finset.sum_sub_distrib, Finset.sum_add_distrib,
    ← Finset.mul_sum, hp.2, hq.2]
  ring
```

## (i) Strict contraction

For stochastic $T$, show that $\kappa(T)<1$ if and only if for all $j,k$ some $i$ has $T_{ij}>0$ and $T_{ik}>0$.

**Solution.** If columns $j,k$ share no such $i$, their overlap is $0$, their distance is $2$ by (h), and $\kappa(T)\ge1$ by (a). Conversely, if all overlaps are positive, the pair at maximal distance is closer than $2$, so $\kappa(T)<1$. Without columns, both statements hold.

```lean
/-- The contraction coefficient of a column-stochastic matrix is below one exactly when any two
initial states can reach a common final state in one step. -/
theorem contractionCoeff_lt_one_iff {T : Matrix m n ℝ} (hT : IsColStochastic T) :
    contractionCoeff T < 1 ↔ ∀ j k, ∃ i, 0 < T i j ∧ 0 < T i k := by
  have key : ∀ j k, l1 (fun i => T i j - T i k) = 2 * (1 - ∑ i, min (T i j) (T i k)) :=
    fun j k => l1_sub_eq_overlap (hT j) (hT k)
  constructor
  · intro h j k
    by_contra hne
    -- without a common final state the overlap vanishes
    have h0 : ∑ i, min (T i j) (T i k) ≤ 0 := Finset.sum_nonpos fun i _ => by
      by_contra hpos
      exact hne ⟨i, lt_min_iff.mp (not_le.mp hpos)⟩
    linarith [key j k, col_dist_le T j k]
  · intro h
    rcases isEmpty_or_nonempty n with hn | hn
    · have h0 : contractionCoeff T ≤ 0 := contractionCoeff_le le_rfl fun j => isEmptyElim j
      linarith
    · -- the largest column distance is attained by some pair
      obtain ⟨jk, hjk⟩ := exists_eq_ciSup_of_finite
        (f := fun jk : n × n => l1 (fun i => T i jk.1 - T i jk.2))
      obtain ⟨i, hi⟩ := h jk.1 jk.2
      have hpos : 0 < ∑ i, min (T i jk.1) (T i jk.2) :=
        Finset.sum_pos' (fun i _ => le_min ((hT jk.1).1 i) ((hT jk.2).1 i))
          ⟨i, Finset.mem_univ i, lt_min_iff.mpr hi⟩
      have hk := key jk.1 jk.2
      unfold contractionCoeff
      linarith
```

## (j) The two-state chain

Show that
$$\kappa\begin{pmatrix}1-a&b\\a&1-b\end{pmatrix}=|1-a-b| .$$

**Solution.** The columns differ by $(1-a-b)(1,-1)$, of norm $2|1-a-b|$. Parts (b) and (a) give the two inequalities. The identity holds for all real $a,b$; they are jump probabilities when they lie in $[0,1]$.

```lean
/-- For all real `a` and `b`, the matrix with columns `(1 - a, a)` and `(b, 1 - b)` has contraction
coefficient `|1 - a - b|`. -/
theorem contractionCoeff_two_state (a b : ℝ) :
    contractionCoeff !![1 - a, b; a, 1 - b] = |1 - a - b| := by
  have h01 : l1 (fun i => !![1 - a, b; a, 1 - b] i 0 - !![1 - a, b; a, 1 - b] i 1)
      = 2 * |1 - a - b| := by
    simp only [l1, Fin.sum_univ_two]
    change |1 - a - b| + |a - (1 - b)| = _
    rw [abs_sub_comm a (1 - b), show 1 - b - a = 1 - a - b by ring]
    ring
  have h10 : l1 (fun i => !![1 - a, b; a, 1 - b] i 1 - !![1 - a, b; a, 1 - b] i 0)
      = 2 * |1 - a - b| := by
    rw [← h01]
    exact Finset.sum_congr rfl fun i _ => abs_sub_comm _ _
  have hd : ∀ j, l1 (fun i => !![1 - a, b; a, 1 - b] i j - !![1 - a, b; a, 1 - b] i j)
      ≤ 2 * |1 - a - b| := by
    intro j
    simp only [l1, sub_self, abs_zero, Finset.sum_const_zero]
    positivity
  apply le_antisymm
  · exact contractionCoeff_le (abs_nonneg _) (Fin.forall_fin_two.mpr
      ⟨Fin.forall_fin_two.mpr ⟨hd 0, h01.le⟩, Fin.forall_fin_two.mpr ⟨h10.le, hd 1⟩⟩)
  · linarith [col_dist_le !![1 - a, b; a, 1 - b] 0 1]

end

end OptimalTotalVariationContraction
```

```lean
#print axioms OptimalTotalVariationContraction.isLeast_contractionCoeff
#print axioms OptimalTotalVariationContraction.contractionCoeff_mul_le
#print axioms OptimalTotalVariationContraction.contractionCoeff_lt_one_iff
#print axioms OptimalTotalVariationContraction.contractionCoeff_two_state
```

```
'OptimalTotalVariationContraction.isLeast_contractionCoeff' depends on axioms: [propext, Classical.choice, Quot.sound]
'OptimalTotalVariationContraction.contractionCoeff_mul_le' depends on axioms: [propext, Classical.choice, Quot.sound]
'OptimalTotalVariationContraction.contractionCoeff_lt_one_iff' depends on axioms: [propext, Classical.choice, Quot.sound]
'OptimalTotalVariationContraction.contractionCoeff_two_state' depends on axioms: [propext, Classical.choice, Quot.sound]
```
